# No lattice packing of equal spheres is denser than face-centred cubic

Compress a crystal of equal hard spheres, with one sphere per primitive cell. How small can the cell become before spheres overlap? If the primitive vectors are the columns of an invertible real matrix $A$ and all nonzero lattice vectors have length at least $d\ge 0$, then $d^3\le\sqrt2\,|\det A|$. For $d=1$ this is Gauss's bound $|\det A|\ge 1/\sqrt2$, and the packing fraction is at most $\pi/(3\sqrt2)\approx0.7405$.

## Sphere centres form a lattice

This assumption is built into the definitions. `site A m` is the point $Am$ for an integer triple $m$, with the Euclidean norm. `IsBasis U` says that the integer rows `U 0`, `U 1`, `U 2` have determinant $\pm1$.

```lean
import Mathlib

open Matrix
open scoped InnerProductSpace

namespace GaussLatticePacking

noncomputable section

/-- The lattice point `A m` with integer coordinates `m`; the columns of `A` are the
primitive vectors. -/
def site (A : Matrix (Fin 3) (Fin 3) ℝ) (m : Fin 3 → ℤ) : EuclideanSpace ℝ (Fin 3) :=
  WithLp.toLp 2 (A *ᵥ fun i => (m i : ℝ))

/-- Three integer coordinate vectors form a lattice basis: their determinant is `1` or `-1`. -/
def IsBasis (U : Fin 3 → Fin 3 → ℤ) : Prop := (Matrix.of U).det ^ 2 = 1

/-- The sum of the squared lengths of three lattice vectors. -/
def edgeSum (A : Matrix (Fin 3) (Fin 3) ℝ) (U : Fin 3 → Fin 3 → ℤ) : ℝ :=
  ∑ i, ‖site A (U i)‖ ^ 2

/-- The volume of one sphere of radius `r` divided by the volume of the primitive cell,
for invertible `A`. -/
def packingFraction (A : Matrix (Fin 3) (Fin 3) ℝ) (r : ℝ) : ℝ :=
  (4 / 3 * Real.pi * r ^ 3) / |A.det|

/-- The primitive vectors of the face-centred cubic lattice with cubic edge 2. -/
def fcc : Matrix (Fin 3) (Fin 3) ℝ := !![0, 1, 1; 1, 0, 1; 1, 1, 0]
```

`packingFraction` is a quotient of two volumes; that it equals the filled fraction of infinite space is the step left to the reader. Without the lattice assumption one faces Kepler's problem, which includes hexagonal close packing with its two spheres per cell and needs other methods.

## The cell has nonzero volume

Physically, `A.det ≠ 0` says that the crystal is three-dimensional. By hand, it gives $|m_k|\le K|Am|$ with $K$ built from $A^{-1}$. Only finitely many bases therefore have bounded $\sum_i|u_i|^2$, where $u_i$ is `site A (U i)`, and a minimising basis exists. Sort it and write $a\le b\le c$ for $|u_0|^2,|u_1|^2,|u_2|^2$.

Replacing $u_1$ by $u_1+pu_0$, or $u_2$ by $u_2+pu_0+qu_1$, with integers $p,q$, gives another basis, so it shortens nothing. Let $f=u_2\cdot u_1$, $g=u_2\cdot u_0$, $h=u_0\cdot u_1$, with absolute values $F,G,H$. Expanding the squares for single steps $\pm1$ gives $F\le b/2$ and $G,H\le a/2$. If $N=fgh<0$, taking $p=-\operatorname{sgn}g$, $q=-\operatorname{sgn}f$ gives $F+G+H\le(a+b)/2$.

The Gram determinant is
$$D=abc+2N-aF^2-bG^2-cH^2=(\det A)^2,$$
because the basis change has determinant $\pm1$. In $2D-abc$ the coefficient of $c$ is $ab-2H^2\ge0$, so $c=b$ is the worst case. It remains to show
$$S=ab^2+4N-2aF^2-2bG^2-2bH^2\ge0.$$
Put $s=G+H$. If $s\le a/2$, then $N\ge-FGH$ gives
$$S\ge4GH(b-F)+\tfrac a2(b^2-4F^2)+\tfrac b2(a^2-4s^2)+\tfrac{ab}2(b-a).$$
If $s\ge a/2$, let $T=b(2s-a)(a-s)+\tfrac{ab}2(b-a)$. For $N=FGH$,
$$S=T+(b+F)(a-2G)(a-2H)+\tfrac a2(a+b-2s)(b-2F)+aF(b-2F),$$
and for $N=-FGH<0$,
$$S=T+(b-F)(a-2G)(a-2H)+\tfrac a2(a+b-2F-2s)(b+2F).$$
Every term is nonnegative, so $abc\le2(\det A)^2$.

In Lean, `norm_sq_site_add` expands the squares and `gram_det` evaluates $D$. `reduced_form_bound` supplies the nonnegative products, which `linarith` adds up.

```lean
/-- The squared length of an integer combination of lattice vectors, expanded in
squared lengths and scalar products. -/
theorem norm_sq_site_add (A : Matrix (Fin 3) (Fin 3) ℝ) (x y z : Fin 3 → ℤ) (p q : ℤ) :
    ‖site A (x + p • y + q • z)‖ ^ 2 = ‖site A x‖ ^ 2 + (p : ℝ) ^ 2 * ‖site A y‖ ^ 2
      + (q : ℝ) ^ 2 * ‖site A z‖ ^ 2 + 2 * p * ⟪site A x, site A y⟫_ℝ
      + 2 * q * ⟪site A x, site A z⟫_ℝ + 2 * p * q * ⟪site A y, site A z⟫_ℝ := by
  have e : site A (x + p • y + q • z)
      = site A x + (p : ℝ) • site A y + (q : ℝ) • site A z := by
    ext i
    simp [site, mulVec, dotProduct, Fin.sum_univ_three]
    ring
  rw [e]
  simp only [← real_inner_self_eq_norm_sq, inner_add_left, inner_add_right,
    real_inner_smul_left, real_inner_smul_right]
  rw [real_inner_comm (site A x) (site A y), real_inner_comm (site A x) (site A z),
    real_inner_comm (site A y) (site A z)]
  ring

/-- The Gram determinant of any lattice basis is the squared volume of the primitive cell. -/
theorem gram_det (A : Matrix (Fin 3) (Fin 3) ℝ) {U : Fin 3 → Fin 3 → ℤ} (hU : IsBasis U) :
    ‖site A (U 0)‖ ^ 2 * ‖site A (U 1)‖ ^ 2 * ‖site A (U 2)‖ ^ 2
      + 2 * (⟪site A (U 2), site A (U 1)⟫_ℝ * ⟪site A (U 2), site A (U 0)⟫_ℝ
        * ⟪site A (U 0), site A (U 1)⟫_ℝ)
      - ‖site A (U 0)‖ ^ 2 * ⟪site A (U 2), site A (U 1)⟫_ℝ ^ 2
      - ‖site A (U 1)‖ ^ 2 * ⟪site A (U 2), site A (U 0)⟫_ℝ ^ 2
      - ‖site A (U 2)‖ ^ 2 * ⟪site A (U 0), site A (U 1)⟫_ℝ ^ 2 = A.det ^ 2 := by
  have hd : (Matrix.of fun i j => site A (U i) j).det ^ 2 = A.det ^ 2 := by
    have e : (Matrix.of fun i j => site A (U i) j)
        = (Matrix.of fun i j => (U i j : ℝ)) * Aᵀ := by
      ext i j
      simp [site, mulVec, dotProduct, Matrix.mul_apply, mul_comm]
    have hc : (Matrix.of fun i j => (U i j : ℝ)).det ^ 2 = 1 := by
      rw [IsBasis, det_fin_three] at hU
      rw [det_fin_three]
      simp only [of_apply] at hU ⊢
      exact_mod_cast hU
    rw [e, det_mul, det_transpose, mul_pow, hc, one_mul]
  rw [← hd, det_fin_three]
  simp only [of_apply, ← real_inner_self_eq_norm_sq, PiLp.inner_apply, Fin.sum_univ_three,
    RCLike.inner_apply, conj_trivial]
  ring

/-- For ordered squared lengths `a ≤ b ≤ c` and scalar products of sizes `F, G, H` and product
`N`, bounded as stated, `a b c` is at most twice the Gram determinant. -/
theorem reduced_form_bound {a b c F G H N : ℝ} (hF : 0 ≤ F) (hG : 0 ≤ G) (hH : 0 ≤ H)
    (hab : a ≤ b) (hbc : b ≤ c) (hFb : F ≤ b / 2) (hGa : G ≤ a / 2) (hHa : H ≤ a / 2)
    (hN : N = F * G * H ∨ (N = -(F * G * H) ∧ F + G + H ≤ (a + b) / 2)) :
    a * b * c ≤ 2 * (a * b * c + 2 * N - a * F ^ 2 - b * G ^ 2 - c * H ^ 2) := by
  have ha : 0 ≤ a := by linarith
  have hb : 0 ≤ b := by linarith
  have h0 : 0 ≤ (a / 2 - H) * (a / 2 + H) := mul_nonneg (by linarith) (by linarith)
  have h1 : 0 ≤ a * (b - a) := mul_nonneg ha (by linarith)
  -- the worst case is `c = b`
  have e0 : 0 ≤ (c - b) * (a * b - 2 * H ^ 2) :=
    mul_nonneg (by linarith) (by nlinarith [sq_nonneg a])
  have e4 : 0 ≤ b * (a * (b - a)) := mul_nonneg hb h1
  have e5 : 0 ≤ F * G * H := mul_nonneg (mul_nonneg hF hG) hH
  rcases le_total (G + H) (a / 2) with hs | hs
  · have e1 : 0 ≤ G * H * (b - F) := mul_nonneg (mul_nonneg hG hH) (by linarith)
    have e2 : 0 ≤ a * ((b - 2 * F) * (b + 2 * F)) :=
      mul_nonneg ha (mul_nonneg (by linarith) (by linarith))
    have e3 : 0 ≤ b * ((a - 2 * (G + H)) * (a + 2 * (G + H))) :=
      mul_nonneg hb (mul_nonneg (by linarith) (by linarith))
    have hN' : -(F * G * H) ≤ N := by
      rcases hN with h | h
      · linarith
      · exact h.1.ge
    linarith
  · have e3 : 0 ≤ b * ((2 * (G + H) - a) * (2 * a - 2 * (G + H))) :=
      mul_nonneg hb (mul_nonneg (by linarith) (by linarith))
    have e6 : 0 ≤ (a - 2 * G) * (a - 2 * H) := mul_nonneg (by linarith) (by linarith)
    rcases hN with h | ⟨h, hsum⟩
    · have e1 := mul_nonneg (add_nonneg hb hF) e6
      have e2 : 0 ≤ a * (F * (b - 2 * F)) := mul_nonneg ha (mul_nonneg hF (by linarith))
      have e7 : 0 ≤ a * ((a + b - 2 * (G + H)) * (b - 2 * F)) :=
        mul_nonneg ha (mul_nonneg (by linarith) (by linarith))
      linarith
    · have e1 : 0 ≤ (b - F) * ((a - 2 * G) * (a - 2 * H)) := mul_nonneg (by linarith) e6
      have e2 : 0 ≤ a * ((a + b - 2 * (F + G + H)) * (b + 2 * F)) :=
        mul_nonneg ha (mul_nonneg (by linarith) (by linarith))
      linarith
```

The next two lemmas find the minimising basis and sort it; `linear_combination hU` checks that each replacement preserves the squared determinant. `seeber_gauss` then splits on the signs of $f,g,h$.

```lean
/-- For invertible `A`, some lattice basis has the least sum of squared lengths. -/
theorem exists_shortest_basis (A : Matrix (Fin 3) (Fin 3) ℝ) (hA : A.det ≠ 0) :
    ∃ U, IsBasis U ∧ ∀ V, IsBasis V → edgeSum A U ≤ edgeSum A V := by
  let I : Fin 3 → Fin 3 → ℤ := fun i j => if i = j then 1 else 0
  have hI : IsBasis I := by simp [IsBasis, det_fin_three, I]
  let K : ℝ := ∑ k, ∑ j, |A⁻¹ k j|
  have hK0 : 0 ≤ K := Finset.sum_nonneg fun _ _ => Finset.sum_nonneg fun _ _ => abs_nonneg _
  -- the inverse matrix bounds the coordinates by the length
  have hK : ∀ (m : Fin 3 → ℤ) (k : Fin 3), |(m k : ℝ)| ≤ K * ‖site A m‖ := by
    intro m k
    have e : A⁻¹ *ᵥ (A *ᵥ fun i => (m i : ℝ)) = fun i => (m i : ℝ) := by
      rw [mulVec_mulVec, nonsing_inv_mul _ (isUnit_iff_ne_zero.2 hA), one_mulVec]
    have hk : (m k : ℝ) = ∑ j, A⁻¹ k j * site A m j := (congrFun e k).symm
    rw [hk]
    calc |∑ j, A⁻¹ k j * site A m j| ≤ ∑ j, |A⁻¹ k j * site A m j| :=
          Finset.abs_sum_le_sum_abs _ _
      _ ≤ ∑ j, |A⁻¹ k j| * ‖site A m‖ := Finset.sum_le_sum fun j _ => by
          rw [abs_mul]
          exact mul_le_mul_of_nonneg_left (PiLp.norm_apply_le (site A m) j) (abs_nonneg _)
      _ = (∑ j, |A⁻¹ k j|) * ‖site A m‖ := by rw [Finset.sum_mul]
      _ ≤ K * ‖site A m‖ := mul_le_mul_of_nonneg_right
          (Finset.single_le_sum (f := fun k => ∑ j, |A⁻¹ k j|)
            (fun _ _ => Finset.sum_nonneg fun _ _ => abs_nonneg _) (Finset.mem_univ k))
          (norm_nonneg _)
  obtain ⟨N, hN⟩ := exists_nat_ge (K * √(edgeSum A I))
  have hfin : {V | IsBasis V ∧ edgeSum A V ≤ edgeSum A I}.Finite := by
    refine (Set.finite_Icc (fun _ _ => -(N : ℤ) : Fin 3 → Fin 3 → ℤ)
      (fun _ _ => (N : ℤ))).subset ?_
    rintro V ⟨-, hV⟩
    have hb : ∀ i j, |V i j| ≤ (N : ℤ) := by
      intro i j
      have h1 : ‖site A (V i)‖ ^ 2 ≤ edgeSum A V :=
        Finset.single_le_sum (f := fun i => ‖site A (V i)‖ ^ 2)
          (fun _ _ => sq_nonneg _) (Finset.mem_univ i)
      have h2 := Real.le_sqrt_of_sq_le (h1.trans hV)
      have h3 : |(V i j : ℝ)| ≤ N :=
        (hK _ j).trans ((mul_le_mul_of_nonneg_left h2 hK0).trans hN)
      exact_mod_cast h3
    exact ⟨fun i j => (abs_le.1 (hb i j)).1, fun i j => (abs_le.1 (hb i j)).2⟩
  obtain ⟨U, hU, hmin⟩ := Set.exists_min_image _ (edgeSum A) hfin ⟨I, hI, le_rfl⟩
  refine ⟨U, hU.1, fun V hV => ?_⟩
  rcases le_total (edgeSum A V) (edgeSum A I) with h | h
  · exact hmin V ⟨hV, h⟩
  · exact hU.2.trans h

/-- For invertible `A` there is a lattice basis, ordered by length, whose second and third
vectors are not shortened by adding integer multiples of the preceding ones. -/
theorem exists_reduced_basis (A : Matrix (Fin 3) (Fin 3) ℝ) (hA : A.det ≠ 0) :
    ∃ U, IsBasis U ∧ ‖site A (U 0)‖ ≤ ‖site A (U 1)‖ ∧ ‖site A (U 1)‖ ≤ ‖site A (U 2)‖ ∧
      (∀ p : ℤ, ‖site A (U 1)‖ ≤ ‖site A (U 1 + p • U 0)‖) ∧
      ∀ p q : ℤ, ‖site A (U 2)‖ ≤ ‖site A (U 2 + p • U 0 + q • U 1)‖ := by
  obtain ⟨W, hW, hWmin⟩ := exists_shortest_basis A hA
  -- sort the shortest basis by length
  obtain ⟨U, hU, hmin, h01, h12⟩ : ∃ U, IsBasis U ∧
      (∀ V, IsBasis V → edgeSum A U ≤ edgeSum A V) ∧
      ‖site A (U 0)‖ ≤ ‖site A (U 1)‖ ∧ ‖site A (U 1)‖ ≤ ‖site A (U 2)‖ := by
    let σ := Tuple.sort fun i => ‖site A (W i)‖
    have hm := Tuple.monotone_sort fun i => ‖site A (W i)‖
    have hs : edgeSum A (W ∘ σ) = edgeSum A W :=
      Equiv.sum_comp σ fun i => ‖site A (W i)‖ ^ 2
    refine ⟨W ∘ σ, ?_, fun V hV => hs.le.trans (hWmin V hV),
      hm (show (0 : Fin 3) ≤ 1 by decide), hm (show (1 : Fin 3) ≤ 2 by decide)⟩
    have e : Matrix.of (W ∘ σ) = (Matrix.of W).submatrix σ id := rfl
    rw [IsBasis, e, det_permute, mul_pow, show (Matrix.of W).det ^ 2 = 1 from hW]
    rcases Int.units_eq_one_or (Equiv.Perm.sign σ) with h | h <;> simp [h]
  refine ⟨U, hU, h01, h12, fun p => ?_, fun p q => ?_⟩
  · have hV : IsBasis ![U 0, U 1 + p • U 0, U 2] := by
      rw [IsBasis, det_fin_three] at hU ⊢
      simp only [of_apply, Matrix.cons_val, Pi.add_apply, Pi.smul_apply, smul_eq_mul] at hU ⊢
      linear_combination hU
    have h := hmin _ hV
    simp only [edgeSum, Fin.sum_univ_three, Matrix.cons_val] at h
    exact (sq_le_sq₀ (norm_nonneg _) (norm_nonneg _)).1 (by linarith)
  · have hV : IsBasis ![U 0, U 1, U 2 + p • U 0 + q • U 1] := by
      rw [IsBasis, det_fin_three] at hU ⊢
      simp only [of_apply, Matrix.cons_val, Pi.add_apply, Pi.smul_apply, smul_eq_mul] at hU ⊢
      linear_combination hU
    have h := hmin _ hV
    simp only [edgeSum, Fin.sum_univ_three, Matrix.cons_val] at h
    exact (sq_le_sq₀ (norm_nonneg _) (norm_nonneg _)).1 (by linarith)

/-- Existence form of the Seeber–Gauss inequality (the classical statement concerns every reduced
basis): for invertible `A`, some lattice basis has a product of squared lengths at most twice the
squared cell volume. -/
theorem seeber_gauss (A : Matrix (Fin 3) (Fin 3) ℝ) (hA : A.det ≠ 0) :
    ∃ U, IsBasis U ∧
      ‖site A (U 0)‖ ^ 2 * ‖site A (U 1)‖ ^ 2 * ‖site A (U 2)‖ ^ 2 ≤ 2 * A.det ^ 2 := by
  obtain ⟨U, hU, h01, h12, h1, h2⟩ := exists_reduced_basis A hA
  refine ⟨U, hU, ?_⟩
  have hgram := gram_det A hU
  have k1 : ∀ p : ℤ, 0 ≤ (p : ℝ) ^ 2 * ‖site A (U 0)‖ ^ 2
      + 2 * p * ⟪site A (U 0), site A (U 1)⟫_ℝ := by
    intro p
    have h := pow_le_pow_left₀ (norm_nonneg _) (h1 p) 2
    have e := norm_sq_site_add A (U 1) (U 0) (U 0) p 0
    rw [zero_smul, add_zero, real_inner_comm (site A (U 0)) (site A (U 1)),
      Int.cast_zero] at e
    linarith
  have k2 : ∀ p q : ℤ, 0 ≤ (p : ℝ) ^ 2 * ‖site A (U 0)‖ ^ 2
      + (q : ℝ) ^ 2 * ‖site A (U 1)‖ ^ 2 + 2 * p * ⟪site A (U 2), site A (U 0)⟫_ℝ
      + 2 * q * ⟪site A (U 2), site A (U 1)⟫_ℝ
      + 2 * p * q * ⟪site A (U 0), site A (U 1)⟫_ℝ := by
    intro p q
    have h := pow_le_pow_left₀ (norm_nonneg _) (h2 p q) 2
    rw [norm_sq_site_add] at h
    linarith
  have hab := pow_le_pow_left₀ (norm_nonneg _) h01 2
  have hbc := pow_le_pow_left₀ (norm_nonneg _) h12 2
  set f := ⟪site A (U 2), site A (U 1)⟫_ℝ
  set g := ⟪site A (U 2), site A (U 0)⟫_ℝ
  set h := ⟪site A (U 0), site A (U 1)⟫_ℝ
  have a1 := k1 1
  have a2 := k1 (-1)
  have b1 := k2 1 0
  have b2 := k2 (-1) 0
  have b3 := k2 0 1
  have b4 := k2 0 (-1)
  have c1 := k2 1 1
  have c2 := k2 1 (-1)
  have c3 := k2 (-1) 1
  have c4 := k2 (-1) (-1)
  simp only [Int.cast_one, Int.cast_neg, Int.cast_zero] at a1 a2 b1 b2 b3 b4 c1 c2 c3 c4
  -- an odd number of negative scalar products brings in the body diagonals
  have hN : f * g * h = |f| * |g| * |h| ∨ (f * g * h = -(|f| * |g| * |h|) ∧
      |f| + |g| + |h| ≤ (‖site A (U 0)‖ ^ 2 + ‖site A (U 1)‖ ^ 2) / 2) := by
    rcases abs_cases f with ⟨hf, _⟩ | ⟨hf, _⟩ <;> rcases abs_cases g with ⟨hg, _⟩ | ⟨hg, _⟩ <;>
      rcases abs_cases h with ⟨hh, _⟩ | ⟨hh, _⟩ <;> rw [hf, hg, hh] <;>
      first
        | (left; ring1)
        | (right; constructor <;> linarith)
  have key := reduced_form_bound (abs_nonneg f) (abs_nonneg g) (abs_nonneg h) hab hbc
    (abs_le.2 ⟨by linarith, by linarith⟩) (abs_le.2 ⟨by linarith, by linarith⟩)
    (abs_le.2 ⟨by linarith, by linarith⟩) hN
  simp only [sq_abs] at key
  linarith
```

Without invertibility this inequality can fail: if the rows of $A$ are $(1,\sqrt2,\sqrt3)$, $0$, $0$, no nonzero $m$ gives $Am=0$, so $abc>0=2(\det A)^2$.

## Spheres do not overlap

The condition `d ≤ ‖site A m‖` for all `m ≠ 0` keeps spheres of diameter $d$ apart. The integer triple of a basis vector is never the zero triple, so $d^6\le abc\le2(\det A)^2$; the square root is the distance bound. The proof uses the condition in `hne`.

```lean
/-- If all nonzero vectors of the lattice of an invertible `A` have length at least `d ≥ 0`,
then `d³` is at most `√2` times the cell volume. -/
theorem min_distance_bound (A : Matrix (Fin 3) (Fin 3) ℝ) (hA : A.det ≠ 0) {d : ℝ}
    (hd : 0 ≤ d) (h : ∀ m, m ≠ 0 → d ≤ ‖site A m‖) : d ^ 3 ≤ √2 * |A.det| := by
  obtain ⟨U, hU, hle⟩ := seeber_gauss A hA
  have hne : ∀ i, d ^ 2 ≤ ‖site A (U i)‖ ^ 2 := by
    intro i
    refine pow_le_pow_left₀ hd (h _ fun h0 => ?_) 2
    have hz : (Matrix.of U).det = 0 :=
      det_eq_zero_of_row_eq_zero i fun j => congrFun h0 j
    rw [IsBasis, hz] at hU
    norm_num at hU
  refine (sq_le_sq₀ (by positivity) (by positivity)).1 ?_
  calc (d ^ 3) ^ 2 = d ^ 2 * d ^ 2 * d ^ 2 := by ring
    _ ≤ ‖site A (U 0)‖ ^ 2 * ‖site A (U 1)‖ ^ 2 * ‖site A (U 2)‖ ^ 2 :=
        mul_le_mul (mul_le_mul (hne 0) (hne 1) (by positivity) (by positivity)) (hne 2)
          (by positivity) (by positivity)
    _ ≤ 2 * A.det ^ 2 := hle
    _ = (√2 * |A.det|) ^ 2 := by
        rw [mul_pow, Real.sq_sqrt (by norm_num), sq_abs]
```

Imposing it only on the columns of $A$ is too weak. Take $(1,0,0)$, $(0,1,0)$, $(0.8,0,0.6)$: all have length 1, yet $|\det A|=0.6<1/\sqrt2$. Subtracting the first from the third gives $(-0.2,0,0.6)$, of squared length $0.4$. The product of squared lengths drops from $1$ to $0.4$, below $2(\det A)^2=0.72$.

## The radius is not negative

The conditions `0 ≤ d` and `0 ≤ r` permit the squaring step. For negative values the bounds would hold trivially. Setting $d=1$ gives Gauss's bound; setting $d=2r$ gives
$$\frac{4\pi r^3/3}{|\det A|}=\frac{\pi d^3}{6|\det A|}\le\frac{\pi\sqrt2}{6}=\frac{\pi}{3\sqrt2}.$$

```lean
/-- Gauss's theorem: if `A` is invertible and all nonzero lattice vectors have length at
least 1, the cell volume is at least `1/√2`. -/
theorem gauss_cell_volume (A : Matrix (Fin 3) (Fin 3) ℝ) (hA : A.det ≠ 0)
    (h : ∀ m, m ≠ 0 → 1 ≤ ‖site A m‖) : 1 / √2 ≤ |A.det| := by
  have hb := min_distance_bound A hA zero_le_one h
  rw [div_le_iff₀ (by positivity)]
  linarith

/-- Equal spheres of radius `r ≥ 0` centred on the points of the lattice of an invertible `A`,
without overlap, have packing fraction at most `π/(3√2)`. -/
theorem packingFraction_le (A : Matrix (Fin 3) (Fin 3) ℝ) (hA : A.det ≠ 0) {r : ℝ}
    (hr : 0 ≤ r) (h : ∀ m, m ≠ 0 → 2 * r ≤ ‖site A m‖) :
    packingFraction A r ≤ Real.pi / (3 * √2) := by
  have hb := min_distance_bound A hA (by positivity) h
  have hs : √2 * √2 = 2 := Real.mul_self_sqrt (by norm_num)
  have hm := mul_le_mul_of_nonneg_left hb (show 0 ≤ Real.pi * √2 / 2 by positivity)
  have e : Real.pi * √2 / 2 * (√2 * |A.det|) = Real.pi * |A.det| := by
    linear_combination (Real.pi * |A.det| / 2) * hs
  rw [packingFraction, div_le_div_iff₀ (abs_pos.2 hA) (by positivity)]
  linarith
```

In a variable-cell Monte Carlo simulation with one hard sphere of diameter $\sigma$ per cell, a trial cell with $|\det A|<\sigma^3/\sqrt2$ can thus be rejected before any distance is computed.

## Face-centred cubic attains the distance bound

For cubic edge 2, $|Am|^2=(m_0+m_1)^2+(m_0+m_2)^2+(m_1+m_2)^2$. This is twice an integer, and it vanishes only for $m=0$, so nonzero vectors have length at least $\sqrt2$. Since $\det A=2$, $d=\sqrt2$ gives equality.

```lean
/-- In the face-centred cubic lattice all nonzero vectors have length at least `√2`, and with
`d = √2` the bound `d³ ≤ √2 |det A|` is an equality. -/
theorem fcc_sharp :
    (∀ m, m ≠ 0 → √2 ≤ ‖site fcc m‖) ∧ √2 ^ 3 = √2 * |fcc.det| := by
  constructor
  · intro m hm
    have e : ‖site fcc m‖ ^ 2 = 2 * ((m 0 ^ 2 + m 1 ^ 2 + m 2 ^ 2 + m 0 * m 1 + m 0 * m 2
        + m 1 * m 2 : ℤ) : ℝ) := by
      rw [EuclideanSpace.norm_sq_eq]
      simp [site, fcc, dotProduct, Fin.sum_univ_three]
      ring
    -- the squared length is twice a positive integer
    have hQ : 1 ≤ m 0 ^ 2 + m 1 ^ 2 + m 2 ^ 2 + m 0 * m 1 + m 0 * m 2 + m 1 * m 2 := by
      by_contra hlt
      have hle : m 0 ^ 2 + m 1 ^ 2 + m 2 ^ 2 + m 0 * m 1 + m 0 * m 2 + m 1 * m 2 ≤ 0 := by
        linarith [Int.lt_add_one_iff.1 (show _ < (0 : ℤ) + 1 from not_le.1 hlt)]
      have s1 := sq_nonneg (m 0 + m 1)
      have s2 := sq_nonneg (m 0 + m 2)
      have s3 := sq_nonneg (m 1 + m 2)
      have z1 : m 0 + m 1 = 0 := pow_eq_zero_iff two_ne_zero |>.1 (by linarith)
      have z2 : m 0 + m 2 = 0 := pow_eq_zero_iff two_ne_zero |>.1 (by linarith)
      have z3 : m 1 + m 2 = 0 := pow_eq_zero_iff two_ne_zero |>.1 (by linarith)
      apply hm
      ext i
      fin_cases i
      · show m 0 = 0
        omega
      · show m 1 = 0
        omega
      · show m 2 = 0
        omega
    have hQ' : (1 : ℝ) ≤ ((m 0 ^ 2 + m 1 ^ 2 + m 2 ^ 2 + m 0 * m 1 + m 0 * m 2
        + m 1 * m 2 : ℤ) : ℝ) := by exact_mod_cast hQ
    exact Real.sqrt_le_iff.2 ⟨norm_nonneg _, by rw [e]; linarith⟩
  · have hdet : fcc.det = 2 := by
      rw [fcc, det_fin_three]
      change (0 : ℝ) * 0 * 0 - 0 * 1 * 1 - 1 * 1 * 0 + 1 * 1 * 1 + 1 * 1 * 1 - 1 * 0 * 1 = 2
      norm_num
    have hs : √2 ^ 2 = 2 := Real.sq_sqrt (by norm_num)
    rw [hdet, abs_of_pos (by norm_num : (0 : ℝ) < 2)]
    linear_combination √2 * hs

end

end GaussLatticePacking
```

```lean
#print axioms GaussLatticePacking.gauss_cell_volume
#print axioms GaussLatticePacking.packingFraction_le
#print axioms GaussLatticePacking.fcc_sharp
```

```
'GaussLatticePacking.gauss_cell_volume' depends on axioms: [propext, Classical.choice, Quot.sound]
'GaussLatticePacking.packingFraction_le' depends on axioms: [propext, Classical.choice, Quot.sound]
'GaussLatticePacking.fcc_sharp' depends on axioms: [propext, Classical.choice, Quot.sound]
```
